# Empty-state poles above a quasiparticle level lower it when the remaining self-energy is nonincreasing

We represent the self-energy by a real function S of one real energy and require it to be continuous and nonincreasing on an energy window I, which need not be the whole line. The window matters because a GW self-energy has poles. A sum of terms r/(w − p) with r > 0 falls with w between neighbouring poles, but jumps at each of them. Taking I to be such a gap admits this self-energy, while I = ℝ leaves the case of a smooth background.

Let e be the bare energy. A quasiparticle level is a solution of

w = e + S(w).

In our model each added empty state contributes one pole at energy p_i with strength r_i > 0, which stands for a squared coupling. (In GW it contributes one pole for every excitation of the screened interaction, at the sum of the two energies; the label i then runs over such pairs.) For a finite set s of such states, the amount subtracted from S is

T(w) = ∑_{i∈s} r_i/(p_i − w).

The poles and strengths are fixed numbers. For a real, diagonal self-energy with fixed screening, and a level equation solved without linearising the self-energy, the result therefore says in which direction a truncated sum over empty states shifts a GW level when the omitted poles lie above the level and the level stays in the window: the level comes out too high.

## The shift of the level, derived by hand

Let w0 ∈ I be a level of S, let s be nonempty with every p_i > w0, and suppose that a = w0 − T(w0) also lies in I. Then there is exactly one level w1 of S − T that lies in I and below all added poles, and

0 < w0 − w1 ≤ T(w1) < T(w0).

**Monotonicity.** If x ≤ y < p_i, then 0 < p_i − y ≤ p_i − x, so r_i/(p_i − x) ≤ r_i/(p_i − y). Summing gives T(x) ≤ T(y). Hence S − T is nonincreasing on the part of I below the poles.

**Uniqueness.** Let F be nonincreasing, and let x ≤ y both solve w = e + F(w). Subtracting the two equations gives y − x = F(y) − F(x) ≤ 0, so x = y. Apply this to F = S − T.

**Existence.** Consider the residual g(w) = w − e − S(w) + T(w). Since w0 = e + S(w0), we have g(w0) = T(w0) > 0. At the other end,

g(a) = [S(w0) − S(a)] + [T(a) − T(w0)] ≤ 0,

because a < w0. The interval [a, w0] lies in I and below the poles, so g is continuous there and has a zero w1. It is not w0, where g is positive, so w1 < w0.

**Size of the shift.** Subtracting the new level equation from the old one gives

w0 − w1 = S(w0) − S(w1) + T(w1) ≤ T(w1),

since w1 < w0 implies S(w0) ≤ S(w1). Finally, w1 < w0 makes every term of T strictly smaller at w1 than at w0, so T(w1) < T(w0).

## Adding bands one after another

Number the poles n = 0, 1, 2, … and let w_N be the level with the first N of them included, so that w_0 is the level of S alone. Assume that all poles lie above w_0 and that each w_N lies in I and below its N included poles. Strengths may now be zero. If w_N were above w_0, subtracting the level equations would give w_N − w_0 = S(w_N) − S(w_0) − ∑_{n<N} r_n/(p_n − w_N) ≤ 0, a contradiction. So w_N ≤ w_0, and w_N lies below every pole. For M ≤ N, take the self-energy with M poles as the starting point and add the poles M, …, N − 1. Then

0 ≤ w_M − w_N ≤ ∑_{n=M}^{N−1} r_n/(p_n − w_N) ≤ ∑_{n=M}^{N−1} r_n/(p_n − w_0).

If ∑ r_n/(p_n − w_0) converges, the levels are nonincreasing and bounded below, so they have a limit L. Letting N → ∞ gives

0 ≤ w_M − L ≤ ∑_{n≥M} r_n/(p_n − w_0).

## A constant self-energy gives two-level repulsion

If S is constant, S(w0) = S(w1), and one added pole of strength r at p gives w0 − w1 = r/(p − w1): the bound on the shift is attained. Multiplying out,

(w0 − w1)(p − w1) = r,

w1 = [w0 + p ± √((p − w0)² + 4r)]/2.

The square root exceeds |p − w0|, so the upper root lies above p and the lower one below it. The condition w1 < p selects the minus sign. This is the lower eigenvalue of a two-level problem with energies w0 and p and coupling √r.

## Levels and pole sums in Lean

```lean
import Mathlib

open Filter Topology

namespace GWEmptyBands

noncomputable section

variable {ι : Type*}
```

The level equation is a proposition about three data: the bare energy, the self-energy and the candidate energy.

```lean
/-- The energy `w` is a quasiparticle level: it solves `w = e + S(w)` for the bare energy `e`
and the self-energy `S`. -/
def IsLevel (e : ℝ) (S : ℝ → ℝ) (w : ℝ) : Prop := w = e + S w
```

T becomes `emptyTail s r p`, where `ι` is the type of labels for the empty states. The definition itself does not restrict `w`; the theorems supply the condition that it lies below the poles.

```lean
/-- The sum `∑ r i / (p i - w)` over a finite set of empty-state poles `p i` with strengths `r i`,
meant for energies `w` below all these poles. -/
def emptyTail (s : Finset ι) (r p : ι → ℝ) (w : ℝ) : ℝ := ∑ i ∈ s, r i / (p i - w)
```

## Monotonicity, uniqueness and comparison

`AntitoneOn S I` means that S is nonincreasing on I. The first lemma is the monotonicity step, with the comparison of fractions made term by term. Its conclusion holds on the set of energies that are in `I` and below every added pole.

```lean
/-- Subtracting empty-state poles of nonnegative strength from a self-energy that is nonincreasing
on a window leaves it nonincreasing on the part of the window below these poles. -/
theorem antitoneOn_sub_emptyTail {S : ℝ → ℝ} {I : Set ℝ} {s : Finset ι} {r p : ι → ℝ}
    (hS : AntitoneOn S I) (hr : ∀ i ∈ s, 0 ≤ r i) :
    AntitoneOn (fun w => S w - emptyTail s r p w) {w | w ∈ I ∧ ∀ i ∈ s, w < p i} := by
  intro x hx y hy hxy
  have h1 := hS hx.1 hy.1 hxy
  have h2 : emptyTail s r p x ≤ emptyTail s r p y :=
    Finset.sum_le_sum fun i hi =>
      div_le_div_of_nonneg_left (hr i hi) (by linarith [hy.2 i hi]) (by linarith)
  change S y - emptyTail s r p y ≤ S x - emptyTail s r p x
  linarith
```

Uniqueness considers the two orderings of `x` and `y`. In each, `linarith` combines the level equations with monotonicity.

```lean
/-- A self-energy that is nonincreasing on a window has at most one level there. -/
theorem level_unique {e x y : ℝ} {S : ℝ → ℝ} {I : Set ℝ} (hS : AntitoneOn S I)
    (hx : x ∈ I) (hy : y ∈ I) (hlx : IsLevel e S x) (hly : IsLevel e S y) : x = y := by
  have h1 : x = e + S x := hlx
  have h2 : y = e + S y := hly
  rcases le_total x y with h | h
  · linarith [hS hx hy h]
  · linarith [hS hy hx h]
```

The next lemma compares an old level `x` with a new level `y` for any subtracted function `T` that is nonnegative at `y`. It first excludes y > x, which would give y − x = S(y) − S(x) − T(y) ≤ 0, and then bounds the shift. Both levels are given, so continuity is not needed.

```lean
/-- Let `S` be nonincreasing on a window containing the level `x` of `S` and the level `y` of
`S - T`. If `T y` is nonnegative, then `y` is not above `x`, and the shift is at most `T y`. -/
theorem level_shift {e x y : ℝ} {S T : ℝ → ℝ} {I : Set ℝ} (hS : AntitoneOn S I)
    (hx : x ∈ I) (hy : y ∈ I) (hlx : IsLevel e S x)
    (hly : IsLevel e (fun w => S w - T w) y) (hT : 0 ≤ T y) : y ≤ x ∧ x - y ≤ T y := by
  have h1 : x = e + S x := hlx
  have h2 : y = e + (S y - T y) := hly
  have hyx : y ≤ x := by
    by_contra h
    linarith [hS hx hy (le_of_lt (not_le.mp h))]
  exact ⟨hyx, by linarith [hS hy hx hyx]⟩
```

## The new level in a window

`I.OrdConnected` says that I contains the whole interval between any two of its points. The hypothesis `ha` places the estimate w0 − T(w0) in I, so the interval used for the root search stays inside the window. This is a sufficient condition, to be verified for the gap at hand. Uniqueness is claimed only for levels in I below the added poles.

In the proof, `hG` is the continuity of the residual, `hA` and `hB` are its signs at the two ends, and `intermediate_value_Icc` supplies the root. The two preceding lemmas then give uniqueness and the first bound; a strict comparison of the sums gives the second.

```lean
/-- Let `S` be continuous and nonincreasing on an energy window `I` containing its level `w0`, and
add finitely many (at least one) empty-state poles of positive strength above `w0`. If `w0` minus
the tail at `w0` is still in `I`, there is exactly one new level `w1` in `I` below the added poles;
it is lower than `w0`, by at most the tail at `w1`, which is less than the tail at `w0`. -/
theorem empty_bands_lower_level {e w0 : ℝ} {S : ℝ → ℝ} {I : Set ℝ} {s : Finset ι} {r p : ι → ℝ}
    (hI : I.OrdConnected) (hc : ContinuousOn S I) (hS : AntitoneOn S I)
    (hs : s.Nonempty) (hr : ∀ i ∈ s, 0 < r i) (h0 : w0 ∈ I) (hl : IsLevel e S w0)
    (hp : ∀ i ∈ s, w0 < p i) (ha : w0 - emptyTail s r p w0 ∈ I) :
    ∃ w1 ∈ I, (∀ i ∈ s, w1 < p i) ∧ IsLevel e (fun w => S w - emptyTail s r p w) w1 ∧
      (∀ w ∈ I, (∀ i ∈ s, w < p i) →
        IsLevel e (fun w => S w - emptyTail s r p w) w → w = w1) ∧
      0 < w0 - w1 ∧ w0 - w1 ≤ emptyTail s r p w1 ∧
      emptyTail s r p w1 < emptyTail s r p w0 := by
  have hl' : w0 = e + S w0 := hl
  have hpos : ∀ w, (∀ i ∈ s, w < p i) → 0 < emptyTail s r p w := fun w hw =>
    Finset.sum_pos (fun i hi => div_pos (hr i hi) (sub_pos.mpr (hw i hi))) hs
  have hT0 := hpos w0 hp
  have hanti := antitoneOn_sub_emptyTail (p := p) hS (fun i hi => (hr i hi).le)
  have hle : w0 - emptyTail s r p w0 ≤ w0 := by linarith
  have hsub : Set.Icc (w0 - emptyTail s r p w0) w0 ⊆ I := hI.out ha h0
  have hTc : ContinuousOn (emptyTail s r p) (Set.Icc (w0 - emptyTail s r p w0) w0) := by
    unfold emptyTail
    refine continuousOn_finsetSum s fun i hi => ?_
    refine ContinuousOn.div continuousOn_const (continuousOn_const.sub continuousOn_id) ?_
    intro w hw
    exact ne_of_gt (sub_pos.mpr (lt_of_le_of_lt hw.2 (hp i hi)))
  have hG : ContinuousOn (fun w => w - (e + (S w - emptyTail s r p w)))
      (Set.Icc (w0 - emptyTail s r p w0) w0) :=
    continuousOn_id.sub (continuousOn_const.add ((hc.mono hsub).sub hTc))
  -- the residual changes sign between `w0 - emptyTail s r p w0` and the old level
  have hbelow : ∀ i ∈ s, w0 - emptyTail s r p w0 < p i := fun i hi =>
    lt_of_le_of_lt hle (hp i hi)
  have hm := hanti ⟨ha, hbelow⟩ ⟨h0, hp⟩ hle
  dsimp only at hm
  have hA : w0 - emptyTail s r p w0 - (e + (S (w0 - emptyTail s r p w0)
      - emptyTail s r p (w0 - emptyTail s r p w0))) ≤ 0 := by linarith
  have hB : 0 ≤ w0 - (e + (S w0 - emptyTail s r p w0)) := by linarith
  obtain ⟨w1, hw1, hz⟩ := intermediate_value_Icc hle hG
    (show (0 : ℝ) ∈ Set.Icc _ _ from ⟨hA, hB⟩)
  dsimp only at hz
  have hp1 : ∀ i ∈ s, w1 < p i := fun i hi => lt_of_le_of_lt hw1.2 (hp i hi)
  have hl1 : IsLevel e (fun w => S w - emptyTail s r p w) w1 := by
    change w1 = e + (S w1 - emptyTail s r p w1)
    linarith
  have hlt : w1 < w0 := by
    refine lt_of_le_of_ne hw1.2 fun h => ?_
    rw [h] at hz
    linarith
  refine ⟨w1, hsub hw1, hp1, hl1, ?_, sub_pos.mpr hlt, ?_, ?_⟩
  · intro w hw hwp hlw
    exact level_unique hanti ⟨hw, hwp⟩ ⟨hsub hw1, hp1⟩ hlw hl1
  · exact (level_shift hS h0 (hsub hw1) hl hl1 (hpos w1 hp1).le).2
  · exact Finset.sum_lt_sum_of_nonempty hs fun i hi =>
      div_lt_div_of_pos_left (hr i hi) (by linarith [hp i hi]) (by linarith)
```

For a self-energy that is continuous and nonincreasing on all of ℝ, the window conditions hold automatically. The one-pole statement follows by using a label type with a single element, and `hT` reduces the sum to r/(p − w).

```lean
/-- For a self-energy continuous and nonincreasing on the whole line with level `w0 < p`, one added
empty-state pole at `p` of strength `r > 0` gives a unique level `w1` below `p`, and
`0 < w0 - w1 ≤ r / (p - w1) < r / (p - w0)`. -/
theorem one_empty_band {e w0 p r : ℝ} {S : ℝ → ℝ} (hc : Continuous S) (hS : Antitone S)
    (hl : w0 = e + S w0) (hp : w0 < p) (hr : 0 < r) :
    ∃ w1 < p, w1 = e + S w1 - r / (p - w1) ∧
      (∀ w < p, w = e + S w - r / (p - w) → w = w1) ∧
      0 < w0 - w1 ∧ w0 - w1 ≤ r / (p - w1) ∧ r / (p - w1) < r / (p - w0) := by
  have hT : ∀ w, emptyTail ({()} : Finset Unit) (fun _ => r) (fun _ => p) w = r / (p - w) := by
    intro w
    simp [emptyTail]
  obtain ⟨w1, -, hp1, hl1, hu, h1, h2, h3⟩ :=
    empty_bands_lower_level (s := ({()} : Finset Unit)) (r := fun _ => r) (p := fun _ => p)
      Set.ordConnected_univ hc.continuousOn (hS.antitoneOn Set.univ)
      (Finset.singleton_nonempty ()) (fun _ _ => hr) (Set.mem_univ w0) hl (fun _ _ => hp)
      (Set.mem_univ _)
  have hl1' : w1 = e + (S w1 - emptyTail {()} (fun _ => r) (fun _ => p) w1) := hl1
  have hT1 := hT w1
  have hT0 := hT w0
  refine ⟨w1, hp1 () (Finset.mem_singleton_self ()), by linarith, ?_, h1, by linarith,
    by linarith⟩
  intro w hw hlw
  refine hu w (Set.mem_univ w) (fun _ _ => hw) ?_
  change w = e + (S w - emptyTail {()} (fun _ => r) (fun _ => p) w)
  linarith [hT w]
```

## Convergence with the number of bands

Here `w N` is w_N, and `Finset.range N` contains the labels 0, …, N − 1. The existence of each level in the window and below its included poles is assumed, as is convergence of the series. That last assumption says that the ratios of each strength to the distance of its pole from w_0 have a finite sum.

The statement `key` is the comparison between M and N poles. It splits the longer sum at M, applies `level_shift` to the self-energy that already includes M poles, and bounds the finite sum by the remaining series. Monotone convergence then gives the limit, and the inequalities pass to it. The error bound uses the original level `w 0`, but evaluating it requires the strengths and positions of the omitted poles.

```lean
/-- Let `w N` be the level with the first `N` empty-state poles included, below these poles and in a
window where `S` is nonincreasing. If all strengths are nonnegative, all poles lie above `w 0` and
`∑ r n / (p n - w 0)` converges, then the levels are nonincreasing and have a limit, and the error
after `N` poles is at most the rest of this series. -/
theorem band_convergence {e : ℝ} {S : ℝ → ℝ} {I : Set ℝ} {r p w : ℕ → ℝ}
    (hS : AntitoneOn S I) (hr : ∀ n, 0 ≤ r n) (hI : ∀ N, w N ∈ I) (hp : ∀ n, w 0 < p n)
    (hb : ∀ N, ∀ n < N, w N < p n)
    (hl : ∀ N, IsLevel e (fun x => S x - emptyTail (Finset.range N) r p x) (w N))
    (hsum : Summable fun n => r n / (p n - w 0)) :
    Antitone w ∧ ∃ L, Tendsto w atTop (𝓝 L) ∧
      ∀ N, 0 ≤ w N - L ∧ w N - L ≤ ∑' n, r (n + N) / (p (n + N) - w 0) := by
  have hl0 : IsLevel e S (w 0) := by
    have h : w 0 = e + (S (w 0) - emptyTail (Finset.range 0) r p (w 0)) := hl 0
    have hz : emptyTail (Finset.range 0) r p (w 0) = 0 := by simp [emptyTail]
    change w 0 = e + S (w 0)
    linarith
  have hle0 : ∀ N, w N ≤ w 0 := fun N =>
    (level_shift hS (hI 0) (hI N) hl0 (hl N) (Finset.sum_nonneg fun n hn =>
      div_nonneg (hr n) (sub_pos.mpr (hb N n (Finset.mem_range.mp hn))).le)).1
  have hbelow : ∀ N n, w N < p n := fun N n => lt_of_le_of_lt (hle0 N) (hp n)
  -- going from M to N poles is again an addition of empty-state poles
  have key : ∀ M N, M ≤ N → w N ≤ w M ∧
      w M - w N ≤ ∑' n, r (n + M) / (p (n + M) - w 0) := by
    intro M N hMN
    have hN : IsLevel e (fun x => (S x - emptyTail (Finset.range M) r p x)
        - emptyTail (Finset.Ico M N) r p x) (w N) := by
      have h : w N = e + (S (w N) - emptyTail (Finset.range N) r p (w N)) := hl N
      have hsplit : emptyTail (Finset.Ico M N) r p (w N) =
          emptyTail (Finset.range N) r p (w N) - emptyTail (Finset.range M) r p (w N) :=
        Finset.sum_Ico_eq_sub _ hMN
      change w N = e + ((S (w N) - emptyTail (Finset.range M) r p (w N))
        - emptyTail (Finset.Ico M N) r p (w N))
      linarith
    obtain ⟨h1, h2⟩ := level_shift
      (antitoneOn_sub_emptyTail (s := Finset.range M) (p := p) hS (fun n _ => hr n))
      ⟨hI M, fun n _ => hbelow M n⟩ ⟨hI N, fun n _ => hbelow N n⟩ (hl M) hN
      (Finset.sum_nonneg fun n _ => div_nonneg (hr n) (sub_pos.mpr (hbelow N n)).le)
    refine ⟨h1, h2.trans ?_⟩
    calc emptyTail (Finset.Ico M N) r p (w N)
        ≤ ∑ n ∈ Finset.Ico M N, r n / (p n - w 0) :=
          Finset.sum_le_sum fun n _ => div_le_div_of_nonneg_left (hr n)
            (sub_pos.mpr (hp n)) (by linarith [hle0 N])
      _ = ∑ n ∈ Finset.range (N - M), r (n + M) / (p (n + M) - w 0) := by
          rw [Finset.sum_Ico_eq_sum_range]
          exact Finset.sum_congr rfl fun n _ => by rw [add_comm M n]
      _ ≤ ∑' n, r (n + M) / (p (n + M) - w 0) :=
          Summable.sum_le_tsum _
            (fun n _ => div_nonneg (hr (n + M)) (sub_pos.mpr (hp (n + M))).le)
            ((summable_nat_add_iff M).2 hsum)
  have hanti : Antitone w := fun M N h => (key M N h).1
  have hbdd : BddBelow (Set.range w) := by
    refine ⟨w 0 - ∑' n, r (n + 0) / (p (n + 0) - w 0), ?_⟩
    rintro _ ⟨N, rfl⟩
    linarith [(key 0 N (Nat.zero_le N)).2]
  have hlim := tendsto_atTop_ciInf hanti hbdd
  refine ⟨hanti, _, hlim, fun N => ⟨?_, ?_⟩⟩
  · exact sub_nonneg.mpr (le_of_tendsto hlim
      ((eventually_ge_atTop N).mono fun K hK => hanti hK))
  · have h := ge_of_tendsto hlim ((eventually_ge_atTop N).mono fun K hK =>
      (sub_le_comm.mp (key N K hK).2))
    linarith
```

## The closed form

The last theorem is an equivalence between the shift equation with w1 < p and the formula with the minus sign. It starts from the equation that a constant S produces, so S itself does not appear, and it does not require w0 < p. In the forward direction the expression under the root is recognised as (w0 + p − 2w1)², whose root has a known sign. The converse shows that the formula lies below p and substitutes it into the product equation.

```lean
/-- For `r > 0`, the conditions `w1 < p` and `w0 - w1 = r / (p - w1)` hold together exactly when
`w1` is half of `w0 + p` minus the square root of `(p - w0) ^ 2 + 4 * r`. -/
theorem constant_self_energy_level {w0 w1 p r : ℝ} (hr : 0 < r) :
    (w1 < p ∧ w0 - w1 = r / (p - w1)) ↔
      w1 = (w0 + p - Real.sqrt ((p - w0) ^ 2 + 4 * r)) / 2 := by
  constructor
  · rintro ⟨h1, h2⟩
    have hd : 0 < p - w1 := sub_pos.mpr h1
    have hpos : 0 < w0 - w1 := h2 ▸ div_pos hr hd
    have hq : (w0 - w1) * (p - w1) = r := (eq_div_iff hd.ne').mp h2
    have hsq : (p - w0) ^ 2 + 4 * r = (w0 + p - 2 * w1) ^ 2 := by
      linear_combination (-4) * hq
    rw [hsq, Real.sqrt_sq (by linarith)]
    ring
  · intro h
    have hd0 := Real.sqrt_nonneg ((p - w0) ^ 2 + 4 * r)
    have hd2 := Real.sq_sqrt (show 0 ≤ (p - w0) ^ 2 + 4 * r by positivity)
    set d := Real.sqrt ((p - w0) ^ 2 + 4 * r)
    have hlt : w0 - p < d := by
      by_contra hn
      have hn' : d ≤ w0 - p := not_lt.mp hn
      nlinarith
    have h1 : w1 < p := by linarith
    refine ⟨h1, (eq_div_iff (sub_pos.mpr h1).ne').mpr ?_⟩
    rw [h]
    linear_combination hd2 / 4

end

end GWEmptyBands
```

```lean
#print axioms GWEmptyBands.empty_bands_lower_level
#print axioms GWEmptyBands.one_empty_band
#print axioms GWEmptyBands.band_convergence
#print axioms GWEmptyBands.constant_self_energy_level
```

```
'GWEmptyBands.empty_bands_lower_level' depends on axioms: [propext, Classical.choice, Quot.sound]
'GWEmptyBands.one_empty_band' depends on axioms: [propext, Classical.choice, Quot.sound]
'GWEmptyBands.band_convergence' depends on axioms: [propext, Classical.choice, Quot.sound]
'GWEmptyBands.constant_self_energy_level' depends on axioms: [propext, Classical.choice, Quot.sound]
```
